# Phonon self-energy changes from two statically screened vertices: an error of second order in the response change

In a metal, a lattice displacement perturbs the conduction electrons, and their induced density screens the perturbation. Suppose that this screening has been computed with a static bare response X₀, while the phonon self-energy is wanted with another response X₁, say at the phonon frequency or at a lower electronic temperature. How large is the error if the old screened vertices are kept?

## Screening in a finite orbital basis

Potentials and densities are vectors over a finite index set `n`, with entries in a commutative ring `R`. Real entries suit static responses, complex ones dynamical responses. The dot product involves no complex conjugation, and "symmetric" means equal to the transpose, as for a response in real orbitals with time-reversal symmetry.

In Lean 4 with Mathlib:

```lean
import Mathlib

open Matrix

namespace PhononScreening

variable {n R : Type*} [Fintype n] [CommRing R]
```

A bare vertex g (the potential of one phonon mode) induces a density r, which adds a potential through the interaction kernel K:

r = X G,  G = g + K r.

`Screened K X g G r` states these two equations. K is the same for both responses, so a frequency-dependent kernel is not covered, and the X's are given matrices, not derived from a band structure.

```lean
/-- The screening equations: the bare vertex `g` and the induced density `r` make up the
screened vertex `G = g + K r`, and the bare response `X` to it gives the density `r = X G`. -/
structure Screened (K X : Matrix n n R) (g G r : n → R) : Prop where
  response : r = X *ᵥ G
  vertex : G = g + K *ᵥ r
```

The error will involve the screened interaction

W = K (1 − X₁ K)⁻¹.

```lean
/-- The screened interaction `K (1 - X K)⁻¹` of the kernel `K` and the bare response `X`,
meant for invertible `1 - X K`. -/
noncomputable def screenedInteraction [DecidableEq n] (K X : Matrix n n R) : Matrix n n R :=
  K * (1 - X * K)⁻¹
```

For symmetric A, summing over both indices gives

x·(A y) = (A x)·y.

```lean
/-- A symmetric matrix can be moved from one side of the dot product to the other. -/
theorem dot_mulVec_symm {A : Matrix n n R} (hA : A.IsSymm) (x y : n → R) :
    x ⬝ᵥ (A *ᵥ y) = (A *ᵥ x) ⬝ᵥ y := by
  rw [Matrix.dotProduct_mulVec, ← Matrix.mulVec_transpose, hA.eq]
```

Eliminating r from the screening equations gives (1 − K X) G = g. If 1 − K X is invertible, a solution therefore exists:

G = (1 − K X)⁻¹ g,  r = X G.

The later theorems take solutions as hypotheses.

```lean
/-- If `1 - K X` is invertible, the vertex `(1 - K X)⁻¹ g` and the density it induces
solve the screening equations. -/
theorem screened_of_isUnit [DecidableEq n] (K X : Matrix n n R) (g : n → R)
    (hdet : IsUnit (1 - K * X).det) :
    Screened K X g ((1 - K * X)⁻¹ *ᵥ g) (X *ᵥ ((1 - K * X)⁻¹ *ᵥ g)) := by
  refine ⟨rfl, ?_⟩
  have h : (1 - K * X) *ᵥ ((1 - K * X)⁻¹ *ᵥ g) = g := by
    rw [Matrix.mulVec_mulVec, Matrix.mul_nonsing_inv _ hdet, Matrix.one_mulVec]
  rw [Matrix.sub_mulVec, Matrix.one_mulVec, ← Matrix.mulVec_mulVec] at h
  exact sub_eq_iff_eq_add.mp h
```

## What changes with the response

Let subscripts 0 and 1 mark solutions for X₀ and X₁ with the same g, and let d = r₀ − r₁. The bare vertex cancels:

G₀ − G₁ = (g + K r₀) − (g + K r₁) = K d.

A second mode h has screened vertices H₀, H₁ and densities s₀, s₁.

```lean
variable {K X₀ X₁ : Matrix n n R} {g G₀ G₁ r₀ r₁ h H₀ H₁ s₀ s₁ : n → R}

/-- Two screened vertices with the same bare vertex differ by the potential of the
difference of their induced densities. -/
theorem vertex_change (p₀ : Screened K X₀ g G₀ r₀) (p₁ : Screened K X₁ g G₁ r₁) :
    G₀ - G₁ = K *ᵥ (r₀ - r₁) := by
  rw [p₀.vertex, p₁.vertex, Matrix.mulVec_sub]
  abel
```

Inserting G₀ = G₁ + K d and X₁ G₁ = r₁ gives

(X₁ − X₀) G₀ = r₁ + X₁ K d − r₀ = X₁ K d − d.

```lean
/-- The change of the bare response, applied to the screened vertex `G₀`, is fixed by the
difference `d = r₀ - r₁` of the induced densities: it equals `X₁ K d - d`. -/
theorem density_change (p₀ : Screened K X₀ g G₀ r₀) (p₁ : Screened K X₁ g G₁ r₁) :
    (X₁ - X₀) *ᵥ G₀ = X₁ *ᵥ (K *ᵥ (r₀ - r₁)) - (r₀ - r₁) := by
  rw [← vertex_change p₀ p₁, Matrix.mulVec_sub, ← p₁.response, Matrix.sub_mulVec,
    ← p₀.response]
  abel
```

## The exact self-energy change

For symmetric X₁, H₁·r₁ = H₁·(X₁ G₁) = s₁·G₁. Expanding the screened vertices on both sides,

h·r₁ + (K s₁)·r₁ = s₁·g + s₁·(K r₁).

The K terms agree by symmetry, leaving h·r₁ = s₁·g. `linear_combination` performs this cancellation.

```lean
/-- Reciprocity: for symmetric kernel and bare response, mode `h` probing the density induced
by mode `g` gives the same as mode `g` probing the density induced by mode `h`. -/
theorem reciprocity (hK : K.IsSymm) (hX : X₁.IsSymm)
    (p : Screened K X₁ g G₁ r₁) (q : Screened K X₁ h H₁ s₁) :
    h ⬝ᵥ r₁ = s₁ ⬝ᵥ g := by
  have e1 : H₁ ⬝ᵥ r₁ = h ⬝ᵥ r₁ + (K *ᵥ s₁) ⬝ᵥ r₁ := by
    rw [← add_dotProduct, ← q.vertex]
  have e2 : s₁ ⬝ᵥ G₁ = s₁ ⬝ᵥ g + s₁ ⬝ᵥ (K *ᵥ r₁) := by
    rw [← dotProduct_add, ← p.vertex]
  have e3 : H₁ ⬝ᵥ r₁ = s₁ ⬝ᵥ G₁ := by
    rw [p.response, q.response]
    exact dot_mulVec_symm hX _ _
  have e4 := dot_mulVec_symm hK s₁ r₁
  linear_combination e3 - e1 + e2 + e4
```

The self-energy element is Π_a = h·r_a. For a real displacement pattern the diagonal element has h = g; for a complex Bloch mode, with `n` covering a whole supercell, h is the complex conjugate of g. Prefactors and terms independent of X are left out. The same expansion with r₀ and G₀ gives

s₁·G₀ − H₁·r₀ = s₁·g − h·r₀ = Π₁ − Π₀.

Since s₁·G₀ = H₁·(X₁ G₀) and r₀ = X₀ G₀,

Π₁ − Π₀ = H₁·(X₁ − X₀) G₀.

X₀ need not be symmetric. For a single orbital with h = g and nonzero 1 − K X_a, Π_a = g² X_a/(1 − K X_a), and the formula is the subtraction of two fractions:

Π₁ − Π₀ = g² (X₁ − X₀)/[(1 − K X₁)(1 − K X₀)].

```lean
/-- For symmetric `K` and `X₁`, the change of the phonon self-energy `h · r` between the bare
responses `X₀` and `X₁` is exactly the change of response between one vertex screened
with `X₁` and one screened with `X₀`. -/
theorem selfEnergy_change (hK : K.IsSymm) (hX : X₁.IsSymm)
    (p₀ : Screened K X₀ g G₀ r₀) (p₁ : Screened K X₁ g G₁ r₁)
    (q₁ : Screened K X₁ h H₁ s₁) :
    h ⬝ᵥ r₁ - h ⬝ᵥ r₀ = H₁ ⬝ᵥ ((X₁ - X₀) *ᵥ G₀) := by
  have e0 := reciprocity hK hX p₁ q₁
  -- eliminate both bare vertices in favour of screened ones
  have e1 : s₁ ⬝ᵥ G₀ = s₁ ⬝ᵥ g + s₁ ⬝ᵥ (K *ᵥ r₀) := by
    rw [← dotProduct_add, ← p₀.vertex]
  have e2 : H₁ ⬝ᵥ r₀ = h ⬝ᵥ r₀ + (K *ᵥ s₁) ⬝ᵥ r₀ := by
    rw [← add_dotProduct, ← q₁.vertex]
  have e3 : s₁ ⬝ᵥ G₀ = H₁ ⬝ᵥ (X₁ *ᵥ G₀) := by
    rw [q₁.response]
    exact (dot_mulVec_symm hX _ _).symm
  have e4 := dot_mulVec_symm hK s₁ r₀
  rw [Matrix.sub_mulVec, dotProduct_sub, ← p₀.response]
  linear_combination e0 - e1 + e2 + e3 - e4
```

## Keeping both old vertices

Let c = s₀ − s₁, so H₀ = H₁ + K c. Then

H₀·(X₁ − X₀) G₀ = Π₁ − Π₀ + (K c)·(X₁ K d − d)
= Π₁ − Π₀ + c·(K X₁ K − K) d.

```lean
/-- For symmetric `K` and `X₁`, using the vertices screened with `X₀` on both sides gives the
self-energy change up to an error bilinear in the density differences of the two modes. -/
theorem static_vertices (hK : K.IsSymm) (hX : X₁.IsSymm)
    (p₀ : Screened K X₀ g G₀ r₀) (p₁ : Screened K X₁ g G₁ r₁)
    (q₀ : Screened K X₀ h H₀ s₀) (q₁ : Screened K X₁ h H₁ s₁) :
    H₀ ⬝ᵥ ((X₁ - X₀) *ᵥ G₀) = (h ⬝ᵥ r₁ - h ⬝ᵥ r₀)
      + (s₀ - s₁) ⬝ᵥ ((K * X₁ * K - K) *ᵥ (r₀ - r₁)) := by
  -- the error comes from replacing the vertex `H₁` by `H₀`
  have e : (K *ᵥ (s₀ - s₁)) ⬝ᵥ ((X₁ - X₀) *ᵥ G₀)
      = (s₀ - s₁) ⬝ᵥ ((K * X₁ * K - K) *ᵥ (r₀ - r₁)) := by
    rw [density_change p₀ p₁, ← dot_mulVec_symm hK]
    generalize r₀ - r₁ = d
    rw [Matrix.mulVec_sub, Matrix.sub_mulVec, ← Matrix.mulVec_mulVec,
      ← Matrix.mulVec_mulVec]
  rw [← e, selfEnergy_change hK hX p₀ p₁ q₁, ← vertex_change q₀ q₁, sub_dotProduct]
  ring
```

The density step for h reads (X₁ − X₀) H₀ = −(1 − X₁ K) c. If 1 − X₁ K is invertible, applying W gives −K c = −(H₀ − H₁), hence

H₀·(X₁ − X₀) G₀ = Π₁ − Π₀ − [W (X₁ − X₀) H₀]·[(X₁ − X₀) G₀].

The error contains X₁ − X₀ twice, so it is of second order as long as W stays bounded. Within this finite, fixed-kernel model, a linear-response phonon calculation can thus keep its static vertices when correcting the self-energy to first order.

```lean
/-- For symmetric `K` and `X₁` and invertible `1 - X₁ K`, the error of two vertices screened with
`X₀` is minus the screened interaction between the densities `(X₁ - X₀) H₀` and `(X₁ - X₀) G₀`. -/
theorem static_vertices_screenedInteraction [DecidableEq n] (hK : K.IsSymm) (hX : X₁.IsSymm)
    (hdet : IsUnit (1 - X₁ * K).det)
    (p₀ : Screened K X₀ g G₀ r₀) (p₁ : Screened K X₁ g G₁ r₁)
    (q₀ : Screened K X₀ h H₀ s₀) (q₁ : Screened K X₁ h H₁ s₁) :
    H₀ ⬝ᵥ ((X₁ - X₀) *ᵥ G₀) = (h ⬝ᵥ r₁ - h ⬝ᵥ r₀)
      - (screenedInteraction K X₁ *ᵥ ((X₁ - X₀) *ᵥ H₀)) ⬝ᵥ ((X₁ - X₀) *ᵥ G₀) := by
  have h1 : (X₁ - X₀) *ᵥ H₀ = -((1 - X₁ * K) *ᵥ (s₀ - s₁)) := by
    rw [density_change q₀ q₁, Matrix.sub_mulVec, Matrix.one_mulVec, ← Matrix.mulVec_mulVec]
    abel
  -- solve for the density difference and insert it in the change of vertex
  have h2 : screenedInteraction K X₁ *ᵥ ((X₁ - X₀) *ᵥ H₀) = -(H₀ - H₁) := by
    rw [h1, vertex_change q₀ q₁, screenedInteraction, Matrix.mulVec_neg,
      Matrix.mulVec_mulVec, Matrix.mul_assoc, Matrix.nonsing_inv_mul _ hdet, Matrix.mul_one]
  rw [h2, selfEnergy_change hK hX p₀ p₁ q₁, neg_dotProduct, sub_dotProduct]
  ring
```

For real matrices and h = g, the error is

(K d)·X₁ (K d) − d·(K d).

It is nonpositive if K is positive semidefinite (`hKpos`), as for the bare Coulomb repulsion, and X₁ is negative semidefinite (`hXneg`), so that the electrons respond against the applied potential. The static-vertex expression is then a lower bound.

```lean
/-- For a real symmetric positive semidefinite kernel and a real symmetric negative
semidefinite response `X₁`, two vertices screened with `X₀` give a lower bound to the change
of the diagonal phonon self-energy. -/
theorem static_vertices_le {K X₀ X₁ : Matrix n n ℝ} {g G₀ G₁ r₀ r₁ : n → ℝ}
    (hK : K.IsSymm) (hX : X₁.IsSymm)
    (hKpos : ∀ v, 0 ≤ v ⬝ᵥ (K *ᵥ v)) (hXneg : ∀ v, v ⬝ᵥ (X₁ *ᵥ v) ≤ 0)
    (p₀ : Screened K X₀ g G₀ r₀) (p₁ : Screened K X₁ g G₁ r₁) :
    G₀ ⬝ᵥ ((X₁ - X₀) *ᵥ G₀) ≤ g ⬝ᵥ r₁ - g ⬝ᵥ r₀ := by
  rw [static_vertices hK hX p₀ p₁ p₀ p₁]
  generalize r₀ - r₁ = d
  have e : d ⬝ᵥ ((K * X₁ * K - K) *ᵥ d)
      = (K *ᵥ d) ⬝ᵥ (X₁ *ᵥ (K *ᵥ d)) - d ⬝ᵥ (K *ᵥ d) := by
    rw [Matrix.sub_mulVec, dotProduct_sub, ← Matrix.mulVec_mulVec, ← Matrix.mulVec_mulVec,
      dot_mulVec_symm hK d (X₁ *ᵥ (K *ᵥ d))]
  linarith [hKpos d, hXneg (K *ᵥ d)]
```

## Two orbitals in numbers

Take K with rows (2, 1) and (1, 2), X₀ = −1, X₁ = −2 (times the identity) and g = (28, 28). On equal-component vectors K acts as 3, so

G₀ = (7, 7), r₀ = (−7, −7),
G₁ = (4, 4), r₁ = (−8, −8).

Hence Π₁ − Π₀ = −448 + 392 = −56, and G₁·(X₁ − X₀) G₀ = −2·4·7 = −56. Two old vertices give −2·7·7 = −98. With d = (1, 1), the error is 2·(−18 − 3) = −42, as required. `screened_witness` checks the symmetry of K and X₁ and both sets of screening equations.

```lean
/-- A two-orbital instance: one symmetric kernel and one bare vertex, screened with two different
bare responses. Symmetry is checked for the kernel and the second response. -/
theorem screened_witness :
    (!![2, 1; 1, 2] : Matrix (Fin 2) (Fin 2) ℝ).IsSymm ∧
    (!![-2, 0; 0, -2] : Matrix (Fin 2) (Fin 2) ℝ).IsSymm ∧
    Screened (!![2, 1; 1, 2] : Matrix (Fin 2) (Fin 2) ℝ) !![-1, 0; 0, -1]
      ![28, 28] ![7, 7] ![-7, -7] ∧
    Screened (!![2, 1; 1, 2] : Matrix (Fin 2) (Fin 2) ℝ) !![-2, 0; 0, -2]
      ![28, 28] ![4, 4] ![-8, -8] := by
  refine ⟨Matrix.IsSymm.ext fun i j => ?_, Matrix.IsSymm.ext fun i j => ?_,
    ⟨?_, ?_⟩, ⟨?_, ?_⟩⟩
  · fin_cases i <;> fin_cases j <;> simp
  · fin_cases i <;> fin_cases j <;> simp
  all_goals
    ext i
    fin_cases i <;> norm_num [Matrix.mulVec, dotProduct, Fin.sum_univ_succ]

end PhononScreening
```

```lean
#print axioms PhononScreening.screened_of_isUnit
#print axioms PhononScreening.static_vertices_screenedInteraction
#print axioms PhononScreening.static_vertices_le
```

```
'PhononScreening.screened_of_isUnit' depends on axioms: [propext, Classical.choice, Quot.sound]
'PhononScreening.static_vertices_screenedInteraction' depends on axioms: [propext, Classical.choice, Quot.sound]
'PhononScreening.static_vertices_le' depends on axioms: [propext, Classical.choice, Quot.sound]
```
